# Thermal contraction of corner-linked rigid squares with one classical harmonic angle

A sheet of rigid squares joined at their corners can shrink without any square changing shape: neighbouring squares turn in opposite directions, by +θ and −θ, and their centres move closer together. Heating makes θ fluctuate more strongly about zero. How much area does the sheet lose on average, and how does the loss depend on temperature?

## The mean area factor and its slope

Let d be the distance from the centre of a square to a corner. The area per square is (2d)² cos²θ, so cos²θ is the area relative to the unrotated sheet. One angle θ describes the whole sheet, and the sheet's total elastic energy is Kθ²/2, with stiffness K > 0. Let t > 0 be the thermal energy k_B T, and let ⟨·⟩ be the classical average over all real θ with weight exp(−Kθ²/(2t)). Then

⟨cos²θ⟩ = (1 + exp(−2t/K))/2.

This decreases strictly as t grows. Extended by the value 1 at t = 0, it has right-hand slope −1/K there. For every t > 0 it lies above the straight line 1 − t/K.

## Averaging the area in a sampling code

For a code that samples θ over the whole real line with the weight exp(−Kθ²/(2t)), or integrates over it numerically, the formula gives an exact reference value for the mean of cos²θ.

The area has to be averaged over the samples. Evaluating it at the mean angle, which is zero, gives (2d)² at every temperature and misses the contraction entirely.

K must belong to the same energy that is compared with t. If N squares share one angle and each contributes kθ²/2, then K = Nk. At fixed k and t, the relative contraction in this one-angle model therefore tends to zero as N grows.

The slope at t = 0 overstates the contraction when it is used at finite temperature. At t/K = 0.1 the linear law gives 0.900, while the exact factor is about 0.909.

## From corner positions to the thermal average

**Area.** In a square rotated by θ, the corner in direction φ sits at d(cos(φ+θ), sin(φ+θ)) relative to the centre. The neighbour sharing that corner is rotated by −θ and sees it in direction φ+π. Subtracting the two corner vectors gives the vector between the centres:

d(cos(φ+θ) + cos(φ−θ), sin(φ+θ) + sin(φ−θ)) = 2d cos θ (cos φ, sin φ).

For φ = 0 and φ = π/2 these vectors are (2d cos θ, 0) and (0, 2d cos θ). Their determinant is (2d)² cos²θ.

**Gaussian integral.** Put a = K/(2t), so that the Boltzmann weight is exp(−aθ²), and let Z = ∫ exp(−aθ²) dθ = √(π/a), with all integrals over the real line. For real m, completing the square gives

−aθ² + imθ = −a(θ − im/(2a))² − m²/(4a).

Shifting the contour back to the real line leaves the Gaussian integral unchanged. The real part is therefore

∫ cos(mθ) exp(−aθ²) dθ = Z exp(−m²/(4a)).

**Average.** Since cos²θ = (1 + cos 2θ)/2, the case m = 2 is the one needed. There m²/(4a) = 1/a = 2t/K, and division by Z gives

⟨cos²θ⟩ = (1 + exp(−2t/K))/2.

**Temperature dependence.** If 0 < s < t, then exp(−2t/K) < exp(−2s/K), so the mean is smaller at t. The derivative of the closed form is

−(1/K) exp(−2t/K),

which equals −1/K at t = 0. Dividing by the mean itself gives the areal expansion coefficient with respect to t:

d ln⟨cos²θ⟩/dt = −(2/K)/(exp(2t/K) + 1).

Multiplication by k_B converts it to a coefficient per unit temperature.

**Linear bound.** For u ≠ 0, exp(u) > 1 + u. Setting u = −2t/K gives

(1 + exp(−2t/K))/2 > (2 − 2t/K)/2 = 1 − t/K.

## The Lean file

```lean
import Mathlib

open MeasureTheory

namespace RigidSquareThermalContraction

noncomputable section

/-- Position, relative to the centre of a square, of the corner in direction `φ` at distance `d`,
after the square has been rotated by `θ`. -/
def corner (d θ φ : ℝ) : Fin 2 → ℝ :=
  ![d * Real.cos (φ + θ), d * Real.sin (φ + θ)]

/-- Vector from the centre of a square rotated by `θ` to the centre of the neighbour rotated by
`-θ` that shares its corner in direction `φ`. -/
def link (d θ φ : ℝ) : Fin 2 → ℝ :=
  corner d θ φ - corner d (-θ) (φ + Real.pi)

/-- Area per square: the determinant of the two centre-to-centre vectors. -/
def cellArea (d θ : ℝ) : ℝ :=
  Matrix.det (Matrix.of ![link d θ 0, link d θ (Real.pi / 2)])

/-- Classical average of `f` over the angle `θ`, with elastic energy `K θ² / 2` and thermal
energy `t`. -/
def thermalAverage (K t : ℝ) (f : ℝ → ℝ) : ℝ :=
  (∫ θ : ℝ, f θ * Real.exp (-K * θ ^ 2 / (2 * t))) / ∫ θ : ℝ, Real.exp (-K * θ ^ 2 / (2 * t))

/-- Thermal average of the area factor `cos² θ`. -/
def meanArea (K t : ℝ) : ℝ :=
  thermalAverage K t (fun θ => Real.cos θ ^ 2)

/-- Alternating rotations by `θ` and `-θ` give an area per square proportional to `cos² θ`. -/
theorem cellArea_eq (d θ : ℝ) : cellArea d θ = (2 * d) ^ 2 * Real.cos θ ^ 2 := by
  unfold cellArea
  rw [Matrix.det_fin_two]
  simp [link, corner, Real.cos_add, Real.sin_add]
  ring

/-- The integral of `cos (m x)` against a Gaussian is the Gaussian's own integral times
`exp (-m² / (4 a))`. -/
theorem gaussian_cos {a : ℝ} (ha : 0 < a) (m : ℝ) :
    ∫ x : ℝ, Real.cos (m * x) * Real.exp (-a * x ^ 2) =
      Real.exp (-m ^ 2 / (4 * a)) * ∫ x : ℝ, Real.exp (-a * x ^ 2) := by
  have hb : (-(a : ℂ)).re < 0 := by simpa using ha
  -- the cosine integral is the real part of a complex Gaussian integral
  have key : ∀ m : ℝ, ∫ x : ℝ, Real.cos (m * x) * Real.exp (-a * x ^ 2) =
      (∫ x : ℝ, Complex.exp (-(a : ℂ) * x ^ 2 + (m * Complex.I) * x + 0)).re := by
    intro m
    have h := Complex.reCLM.integral_comp_comm
      (integrable_cexp_quadratic' hb (m * Complex.I) 0)
    rw [← Complex.reCLM_apply, ← h]
    refine integral_congr_ae (Filter.Eventually.of_forall fun x => ?_)
    have e : -(a : ℂ) * x ^ 2 + (m * Complex.I) * x + 0 =
        ((-a * x ^ 2 : ℝ) : ℂ) + ((m * x : ℝ) : ℂ) * Complex.I := by
      push_cast
      ring
    change _ = (Complex.exp (-(a : ℂ) * x ^ 2 + (m * Complex.I) * x + 0)).re
    rw [e, Complex.exp_re]
    simp only [Complex.add_re, Complex.add_im, Complex.ofReal_re, Complex.ofReal_im,
      Complex.re_ofReal_mul, Complex.im_ofReal_mul, Complex.I_re, Complex.I_im,
      mul_zero, add_zero, mul_one, zero_add]
    rw [mul_comm]
  obtain ⟨A, hA⟩ : ∃ A : ℝ, ∀ m : ℝ, ∫ x : ℝ, Real.cos (m * x) * Real.exp (-a * x ^ 2) =
      A * Real.exp (-m ^ 2 / (4 * a)) := by
    refine ⟨(((Real.pi : ℂ) / -(-(a : ℂ))) ^ (1 / 2 : ℂ)).re, fun m => ?_⟩
    have e : 0 - ((m : ℂ) * Complex.I) ^ 2 / (4 * -(a : ℂ)) =
        ((-m ^ 2 / (4 * a) : ℝ) : ℂ) := by
      push_cast
      rw [mul_pow, Complex.I_sq]
      ring
    rw [key, integral_cexp_quadratic hb, e, ← Complex.ofReal_exp, Complex.re_mul_ofReal]
  -- the case `m = 0` fixes the common prefactor
  have h0 : ∫ x : ℝ, Real.exp (-a * x ^ 2) = A := by simpa using hA 0
  rw [hA, h0, mul_comm]

/-- The thermal average of `cos² θ` is `(1 + exp (-2t/K)) / 2`. -/
theorem meanArea_eq {K t : ℝ} (hK : 0 < K) (ht : 0 < t) :
    meanArea K t = (1 + Real.exp (-2 * t / K)) / 2 := by
  have ha : 0 < K / (2 * t) := by positivity
  have hw : ∀ θ : ℝ, -K * θ ^ 2 / (2 * t) = -(K / (2 * t)) * θ ^ 2 := fun θ => by ring
  have hexp : -(2 : ℝ) ^ 2 / (4 * (K / (2 * t))) = -2 * t / K := by
    field_simp
    ring
  simp only [meanArea, thermalAverage, hw]
  generalize K / (2 * t) = a at ha hexp
  have i1 : Integrable (fun x : ℝ => Real.exp (-a * x ^ 2)) := integrable_exp_neg_mul_sq ha
  have i2 : Integrable (fun x : ℝ => Real.cos (2 * x) * Real.exp (-a * x ^ 2)) := by
    refine i1.mono' (Continuous.aestronglyMeasurable (by fun_prop))
      (Filter.Eventually.of_forall fun x => ?_)
    rw [norm_mul, Real.norm_eq_abs, Real.norm_eq_abs, abs_of_pos (Real.exp_pos _)]
    exact mul_le_of_le_one_left (Real.exp_pos _).le (Real.abs_cos_le_one _)
  have hZ : (∫ x : ℝ, Real.exp (-a * x ^ 2)) ≠ 0 := by
    rw [integral_gaussian]
    exact (Real.sqrt_pos.mpr (div_pos Real.pi_pos ha)).ne'
  -- double-angle formula under the integral
  have h : ∀ x : ℝ, Real.cos x ^ 2 * Real.exp (-a * x ^ 2) =
      (1 / 2) * Real.exp (-a * x ^ 2) +
        (1 / 2) * (Real.cos (2 * x) * Real.exp (-a * x ^ 2)) := by
    intro x
    rw [Real.cos_two_mul]
    ring
  rw [div_eq_iff hZ, integral_congr_ae (Filter.Eventually.of_forall h),
    integral_add (i1.const_mul _) (i2.const_mul _), integral_const_mul, integral_const_mul,
    gaussian_cos ha, hexp]
  ring

/-- Thermal average of the area per square for squares with centre-to-corner distance `d`. -/
theorem average_cellArea {K t : ℝ} (hK : 0 < K) (ht : 0 < t) (d : ℝ) :
    thermalAverage K t (cellArea d) = (2 * d) ^ 2 * ((1 + Real.exp (-2 * t / K)) / 2) := by
  have h := meanArea_eq hK ht
  simp only [meanArea, thermalAverage] at h
  simp only [thermalAverage, cellArea_eq, mul_assoc ((2 * d) ^ 2)]
  rw [integral_const_mul, mul_div_assoc, h]

/-- The mean area factor decreases strictly with the thermal energy. -/
theorem meanArea_strictAntiOn {K : ℝ} (hK : 0 < K) :
    StrictAntiOn (meanArea K) (Set.Ioi 0) := by
  intro s hs t ht hst
  rw [meanArea_eq hK hs, meanArea_eq hK ht]
  have h : Real.exp (-2 * t / K) < Real.exp (-2 * s / K) :=
    Real.exp_lt_exp.mpr (div_lt_div_of_pos_right (by linarith) hK)
  linarith

/-- Derivative of the closed form `(1 + exp (-2t/K)) / 2` with respect to `t`. -/
theorem hasDerivAt_closedForm (K t : ℝ) :
    HasDerivAt (fun s : ℝ => (1 + Real.exp (-2 * s / K)) / 2)
      (-(1 / K) * Real.exp (-2 * t / K)) t := by
  have h1 : HasDerivAt (fun s : ℝ => -2 * s / K) (-2 / K) t :=
    (((hasDerivAt_id' t).const_mul (-2 : ℝ)).div_const K).congr_deriv (by ring)
  exact ((h1.exp.const_add 1).div_const 2).congr_deriv (by ring)

/-- Extended by the value `1` at `t = 0`, the mean area factor has right-hand slope `-1/K`
there. -/
theorem meanArea_slope_zero {K : ℝ} (hK : 0 < K) :
    HasDerivWithinAt (Function.update (meanArea K) 0 1) (-1 / K) (Set.Ici 0) 0 := by
  have h : HasDerivAt (fun s : ℝ => (1 + Real.exp (-2 * s / K)) / 2) (-1 / K) 0 :=
    (hasDerivAt_closedForm K 0).congr_deriv (by simp [neg_div])
  have hx : ∀ x ∈ Set.Ici (0 : ℝ), Function.update (meanArea K) 0 1 x =
      (1 + Real.exp (-2 * x / K)) / 2 := by
    intro x hx
    rcases eq_or_lt_of_le (Set.mem_Ici.mp hx) with h | h
    · subst h
      norm_num [Function.update_self]
    · rw [Function.update_of_ne h.ne', meanArea_eq hK h]
  exact h.hasDerivWithinAt.congr hx (hx 0 (Set.mem_Ici.mpr le_rfl))

/-- The areal expansion coefficient, the derivative of the logarithm of the mean area factor
with respect to `t`, is `-(2/K) / (exp (2t/K) + 1)`. -/
theorem expansion_coefficient {K t : ℝ} (hK : 0 < K) (ht : 0 < t) :
    HasDerivAt (fun s => Real.log (meanArea K s))
      (-(2 / K) / (Real.exp (2 * t / K) + 1)) t := by
  have hpos : 0 < (1 + Real.exp (-2 * t / K)) / 2 := by positivity
  have hE : Real.exp (2 * t / K) + 1 ≠ 0 := by positivity
  have hee : Real.exp (-2 * t / K) * Real.exp (2 * t / K) = 1 := by
    rw [← Real.exp_add, show -2 * t / K + 2 * t / K = 0 by ring, Real.exp_zero]
  have h := (hasDerivAt_closedForm K t).log hpos.ne'
  refine (h.congr_of_eventuallyEq ?_).congr_deriv ?_
  · filter_upwards [Ioi_mem_nhds ht] with s hs
    rw [meanArea_eq hK hs]
  · rw [div_eq_div_iff hpos.ne' hE]
    linear_combination (-(1 / K)) * hee

/-- At every positive thermal energy the mean area factor lies strictly above the linear
law `1 - t/K`. -/
theorem linear_law_lt_meanArea {K t : ℝ} (hK : 0 < K) (ht : 0 < t) :
    1 - t / K < meanArea K t := by
  rw [meanArea_eq hK ht]
  have hne : -2 * t / K ≠ 0 := (div_neg_of_neg_of_pos (by linarith) hK).ne
  have h := Real.add_one_lt_exp hne
  have e : -2 * t / K = -2 * (t / K) := by ring
  rw [e] at h ⊢
  linarith

end

end RigidSquareThermalContraction
```

```lean
#print axioms RigidSquareThermalContraction.average_cellArea
#print axioms RigidSquareThermalContraction.meanArea_slope_zero
#print axioms RigidSquareThermalContraction.expansion_coefficient
#print axioms RigidSquareThermalContraction.linear_law_lt_meanArea
```

```
'RigidSquareThermalContraction.average_cellArea' depends on axioms: [propext, Classical.choice, Quot.sound]
'RigidSquareThermalContraction.meanArea_slope_zero' depends on axioms: [propext, Classical.choice, Quot.sound]
'RigidSquareThermalContraction.expansion_coefficient' depends on axioms: [propext, Classical.choice, Quot.sound]
'RigidSquareThermalContraction.linear_law_lt_meanArea' depends on axioms: [propext, Classical.choice, Quot.sound]
```

## What the theorems cover, and where the model stops

**Definitions.** `corner` and `link` are the corner position and the centre-to-centre vector used above, and `cellArea` is the determinant of the two links. The area law is thus derived from the geometry in `cellArea_eq`. `thermalAverage K t f` is a ratio of integrals over all real θ, and `meanArea K t` applies it to cos²θ.

**Statements.** `meanArea_eq` is the closed form, and `average_cellArea` multiplies it by (2d)². `meanArea_strictAntiOn` states strict decrease on t > 0. The formula for the weight divides by zero at t = 0, so `meanArea_slope_zero` uses `Function.update` to set the value there to 1, the limit as t falls to zero; `Set.Ici 0` makes the derivative one-sided. `expansion_coefficient` and `linear_law_lt_meanArea` hold at every t > 0.

**How the proof runs.** In `gaussian_cos`, the step `key` writes the cosine integral as the real part of a complex Gaussian integral, which Mathlib evaluates through `integral_cexp_quadratic`. This replaces the contour shift. The result has a prefactor `A` that does not depend on m, and the case m = 0 identifies it with Z.

In `meanArea_eq`, `i1` and `i2` establish that both terms of the double-angle formula are integrable, which permits splitting the integral, and `hZ` permits division by Z. The theorems on temperature dependence then work with the closed form. For the expansion coefficient, `filter_upwards` supplies the equality of `meanArea` and the closed form near t, which is what a derivative needs. The linear bound comes from `Real.add_one_lt_exp`.

**A negative stiffness.** The condition K > 0 says that the hinges pull the squares back towards θ = 0. Take K = −1 and t = 1 instead. The weight becomes exp(θ²/2), both integrals diverge, and no thermal average exists. The closed form would still return (1 + e²)/2 ≈ 4.19, although cos²θ never exceeds 1. Lean assigns the value 0 to this ratio of divergent integrals, so the equation in `meanArea_eq` is false there too.

**Idealisations.** The energy is exactly quadratic, and θ runs over the whole real line. Real squares begin to overlap beyond |θ| = π/4, so the model is physically sensible only when the root-mean-square angle √(t/K) is well below that value. The integration measure is a plain dθ. This neglects the θ-dependent inertia of a sheet whose centres move as the squares turn, which would add a factor to the weight. There is no applied pressure, and the statistics are classical, without zero-point motion. One angle describes the whole pattern, so a sheet whose squares fluctuate with many independent modes needs a different average. The stiffness K is an input and does not depend on temperature.
